# A concave activity of two binding energies can stall a one-at-a-time search below its maximum

## Can separate tuning of two binding energies miss the top?

I model a catalyst by two independent, dimensionless binding energies $x$ and $y$, and its activity, measured on a logarithmic scale so that negative values are allowed, by the lowest of three branches:

$$A(x,y)=\min(3x-y,\;3y-x,\;1).$$

The linear branches stand for two limiting steps, each helped by one binding energy and hindered by the other. The plateau stands for a step that depends on neither. This surface is concave, so it has no separate lower peaks. Still, I believe that at $(0,0)$ no change of $x$ alone or $y$ alone helps, although $(1,1)$ is better. Can this be made rigorous and machine-checked, and can one say where such a search gets stuck?

## It stalls wherever the descriptors are equal and the activity is below one

I take "optimized one at a time" to mean that a point maximizes the activity along the whole horizontal line and the whole vertical line through it. This describes a point where the search stops, not the path of an algorithm.

**The origin.** Here $A(0,0)=0$ and $A(x,0)=\min(3x,-x,1)$. This is at most $-x\le 0$ for $x\ge 0$ and at most $3x<0$ for $x<0$. By symmetry $A(0,y)\le 0$. But $A(1,1)=\min(2,2,1)=1$, and no point exceeds the plateau.

**Concavity.** Let $a,b\ge 0$ with $a+b=1$. Each branch $\ell$ is affine, so $\ell(ap+bq)=a\ell(p)+b\ell(q)\ge aA(p)+bA(q)$. The minimum over the branches obeys the same bound.

**All stalling points.** On the diagonal, $A(t,t)=\min(2t,1)$. If $c=A(x,t)$, then $c\le 3x-t$ and $c\le 3t-x$. Adding the first to three times the second gives $4c\le 8t$, so $c\le 2t$. Since also $c\le 1$, changing $x$ cannot help; the same holds for $y$. A point with $A=1$ cannot be improved either.

Conversely, suppose $x<y$ and $A(x,y)<1$. Then $A(x,y)\le 3x-y<2y$, so raising $x$ to $y$ gives the strictly larger value $\min(2y,1)$. The case $x>y$ is symmetric.

**Smooth activities.** Let $f$ be concave on the plane, and differentiable at a one-at-a-time optimal point $p$. Both partial derivatives vanish there, hence so does every directional derivative. For any $q$ and $0<t\le 1$, concavity gives

$$f(q)-f(p)\le\frac{f(p+t(q-p))-f(p)}{t}\longrightarrow 0\quad(t\to0^+).$$

So $p$ is a global maximum. The activity $A$ must therefore have a kink at the origin.

In Lean, a pair of descriptors is a point `p : ℝ × ℝ`, with `p.1` for $x$ and `p.2` for $y$, and `activity` is $A$. `IsOneAtATimeOptimal` lets the changed descriptor take any real value. The main theorem, `one_at_a_time_search_stalls`, states concavity, the two inequalities at the origin, the strict gain at $(1,1)$ and the global maximum there. The branch coefficients are postulated, not derived from kinetics, and limits on which binding energies a real material can reach are ignored.

```lean
import Mathlib

open Set Filter Topology

namespace MultiDescriptorSearch

noncomputable section

/-- The model activity of two binding-energy descriptors: the lowest of two linear
branches and a plateau of height one. -/
def activity (p : ℝ × ℝ) : ℝ :=
  min (min (3 * p.1 - p.2) (3 * p.2 - p.1)) 1

/-- A point is one-at-a-time optimal if changing either descriptor alone never raises `f`. -/
def IsOneAtATimeOptimal (f : ℝ × ℝ → ℝ) (p : ℝ × ℝ) : Prop :=
  (∀ x, f (x, p.2) ≤ f p) ∧ ∀ y, f (p.1, y) ≤ f p

/-- A number lies below the activity exactly when it lies below all three branches. -/
theorem le_activity_iff (c x y : ℝ) :
    c ≤ activity (x, y) ↔ c ≤ 3 * x - y ∧ c ≤ 3 * y - x ∧ c ≤ 1 := by
  simp only [activity, le_min_iff, and_assoc]

/-- When the two descriptors are equal, the activity is the smaller of `2 * t` and one. -/
theorem activity_diag (t : ℝ) : activity (t, t) = min (2 * t) 1 := by
  simp only [activity, min_self]
  rw [show 3 * t - t = 2 * t by ring]

/-- The activity is jointly concave in the two descriptors. -/
theorem activity_concave : ConcaveOn ℝ univ activity := by
  refine ⟨convex_univ, ?_⟩
  rintro ⟨x, y⟩ _ ⟨u, v⟩ _ a b ha hb hab
  show a * activity (x, y) + b * activity (u, v) ≤ activity (a * x + b * u, a * y + b * v)
  obtain ⟨h1, h2, h3⟩ := (le_activity_iff _ x y).1 le_rfl
  obtain ⟨k1, k2, k3⟩ := (le_activity_iff _ u v).1 le_rfl
  -- each branch is affine, so its bound passes to the mixture
  rw [le_activity_iff]
  refine ⟨?_, ?_, ?_⟩
  · nlinarith [mul_le_mul_of_nonneg_left h1 ha, mul_le_mul_of_nonneg_left k1 hb]
  · nlinarith [mul_le_mul_of_nonneg_left h2 ha, mul_le_mul_of_nonneg_left k2 hb]
  · nlinarith [mul_le_mul_of_nonneg_left h3 ha, mul_le_mul_of_nonneg_left k3 hb]

/-- The one-at-a-time optimal points of the activity are exactly those with equal
descriptors and those where the activity equals one. -/
theorem activity_stall_iff (p : ℝ × ℝ) :
    IsOneAtATimeOptimal activity p ↔ p.1 = p.2 ∨ activity p = 1 := by
  obtain ⟨a, b⟩ := p
  constructor
  · rintro ⟨hx, hy⟩
    by_contra hne
    rw [not_or] at hne
    obtain ⟨hab, hone⟩ := hne
    obtain ⟨h1, h2, h3⟩ := (le_activity_iff _ a b).1 le_rfl
    have hlt : activity (a, b) < 1 := lt_of_le_of_ne h3 hone
    -- making the descriptors equal would raise the activity
    rcases lt_or_gt_of_ne (show a ≠ b from hab) with h | h
    · have hb : activity (b, b) ≤ activity (a, b) := hx b
      rw [activity_diag] at hb
      exact absurd (lt_min (by linarith) hlt) (not_lt_of_ge hb)
    · have ha : activity (a, a) ≤ activity (a, b) := hy a
      rw [activity_diag] at ha
      exact absurd (lt_min (by linarith) hlt) (not_lt_of_ge ha)
  · rintro (h | h)
    · have hab : a = b := h
      subst hab
      constructor
      · intro x
        show activity (x, a) ≤ activity (a, a)
        obtain ⟨h1, h2, h3⟩ := (le_activity_iff _ x a).1 le_rfl
        rw [activity_diag]
        exact le_min (by linarith) h3
      · intro y
        show activity (a, y) ≤ activity (a, a)
        obtain ⟨h1, h2, h3⟩ := (le_activity_iff _ a y).1 le_rfl
        rw [activity_diag]
        exact le_min (by linarith) h3
    · constructor
      · intro x
        rw [h]
        exact min_le_right _ _
      · intro y
        rw [h]
        exact min_le_right _ _

/-- The activity is concave and no change of a single descriptor raises it from `(0, 0)`,
yet it is higher at `(1, 1)`, where it attains its global maximum. -/
theorem one_at_a_time_search_stalls :
    ConcaveOn ℝ univ activity ∧
    (∀ x, activity (x, 0) ≤ activity (0, 0)) ∧
    (∀ y, activity (0, y) ≤ activity (0, 0)) ∧
    activity (0, 0) < activity (1, 1) ∧
    ∀ p, activity p ≤ activity (1, 1) := by
  have h : IsOneAtATimeOptimal activity (0, 0) := (activity_stall_iff _).2 (Or.inl rfl)
  have htop : activity (1, 1) = 1 := by
    rw [activity_diag]
    norm_num
  refine ⟨activity_concave, h.1, h.2, ?_, ?_⟩
  · rw [htop, activity_diag]
    norm_num
  · intro p
    rw [htop]
    exact min_le_right _ _

/-- If a concave activity is differentiable at a one-at-a-time optimal point, that point
is a global maximum. -/
theorem global_max_of_differentiable {f : ℝ × ℝ → ℝ} {p : ℝ × ℝ}
    (hf : ConcaveOn ℝ univ f) (hd : DifferentiableAt ℝ f p)
    (h : IsOneAtATimeOptimal f p) (q : ℝ × ℝ) : f q ≤ f p := by
  have line : ∀ v : ℝ × ℝ,
      HasDerivAt (fun t : ℝ => f (p + t • v)) (fderiv ℝ f p v) 0 := by
    intro v
    have h0 : HasDerivAt (fun t : ℝ => t • v) v 0 := by
      simpa using (hasDerivAt_id' (0 : ℝ)).smul_const v
    have h1 : HasDerivAt (fun t : ℝ => p + t • v) v 0 := h0.const_add p
    have h2 : HasFDerivAt f (fderiv ℝ f p) (p + (0 : ℝ) • v) := by
      rw [zero_smul, add_zero]
      exact hd.hasFDerivAt
    refine HasFDerivAt.comp_hasDerivAt (0 : ℝ) ?_ h1
    exact h2
  -- both partial derivatives vanish
  have e1 : fderiv ℝ f p ((1 : ℝ), (0 : ℝ)) = 0 := by
    refine IsLocalMax.hasDerivAt_eq_zero (Eventually.of_forall fun t => ?_) (line _)
    show f (p + t • ((1 : ℝ), (0 : ℝ))) ≤ f (p + (0 : ℝ) • ((1 : ℝ), (0 : ℝ)))
    have e : p + t • ((1 : ℝ), (0 : ℝ)) = (p.1 + t, p.2) := by ext <;> simp
    rw [zero_smul, add_zero, e]
    exact h.1 _
  have e2 : fderiv ℝ f p ((0 : ℝ), (1 : ℝ)) = 0 := by
    refine IsLocalMax.hasDerivAt_eq_zero (Eventually.of_forall fun t => ?_) (line _)
    show f (p + t • ((0 : ℝ), (1 : ℝ))) ≤ f (p + (0 : ℝ) • ((0 : ℝ), (1 : ℝ)))
    have e : p + t • ((0 : ℝ), (1 : ℝ)) = (p.1, p.2 + t) := by ext <;> simp
    rw [zero_smul, add_zero, e]
    exact h.2 _
  have hz : ∀ v : ℝ × ℝ, fderiv ℝ f p v = 0 := by
    intro v
    have hv : v = v.1 • ((1 : ℝ), (0 : ℝ)) + v.2 • ((0 : ℝ), (1 : ℝ)) := by
      ext <;> simp
    rw [hv, map_add, map_smul, map_smul, e1, e2]
    simp
  -- concavity bounds the gain towards `q` by the directional derivative
  have lim := (line (q - p)).tendsto_slope_zero_right
  rw [hz] at lim
  have key : f q - f p ≤ 0 := by
    refine ge_of_tendsto lim ?_
    filter_upwards [Ioc_mem_nhdsGT (zero_lt_one' ℝ)] with t ht
    have hc := hf.2 (mem_univ p) (mem_univ q) (sub_nonneg.2 ht.2) ht.1.le
      (by ring : 1 - t + t = 1)
    have e : (1 - t) • p + t • q = p + t • (q - p) := by module
    rw [e] at hc
    simp only [smul_eq_mul] at hc
    simp only [smul_eq_mul, zero_add, zero_smul, add_zero]
    rw [← div_eq_inv_mul, le_div_iff₀ ht.1]
    nlinarith [hc]
  linarith

/-- The model activity is not differentiable at the origin. -/
theorem activity_kink_at_origin : ¬ DifferentiableAt ℝ activity (0, 0) := by
  intro hd
  obtain ⟨hc, hx, hy, hlt, _⟩ := one_at_a_time_search_stalls
  exact absurd (global_max_of_differentiable hc hd ⟨hx, hy⟩ (1, 1)) (not_le_of_gt hlt)

end

end MultiDescriptorSearch
```

```lean
#print axioms MultiDescriptorSearch.one_at_a_time_search_stalls
#print axioms MultiDescriptorSearch.activity_kink_at_origin
```

```
'MultiDescriptorSearch.one_at_a_time_search_stalls' depends on axioms: [propext, Classical.choice, Quot.sound]
'MultiDescriptorSearch.activity_kink_at_origin' depends on axioms: [propext, Classical.choice, Quot.sound]
```

`le_activity_iff` splits a bound on the minimum into three branch bounds. `activity_concave` weights these and adds them with `nlinarith`. In `activity_stall_iff`, `linarith` finds the combinations used above, and `activity_diag` supplies the diagonal value.

In `global_max_of_differentiable`, `line` is the chain rule along a straight line. `e1` and `e2` make the partial derivatives zero, `hz` extends this to all directions by linearity, and `ge_of_tendsto` passes the concavity bound to the limit. `activity_kink_at_origin` applies this theorem to the stalled origin and contradicts the gain at $(1,1)$.

The smooth argument carries over to any finite number of descriptors, because vanishing partial derivatives again annihilate the whole derivative. Without concavity it fails: $g(x,y)=4xy-x^2-y^2$ is smooth, with $g(x,0)=-x^2\le 0$ and $g(0,y)=-y^2\le 0$, yet $g(1,1)=2>g(0,0)=0$.

For descriptor-based catalyst screening, this two-descriptor model with sharp branch crossings shows that failure to improve by tuning either binding energy alone does not establish an optimum; a joint change may still help.
